# Local Green function of a two-sublattice B2 medium from the parent band transform

## Definitions and conventions

The k-mesh is a finite set K with N points, all of equal weight, and ⟨f⟩ is the average of a complex function f on it:

    ⟨f⟩ = (1/N) Σ_k f(k).

```lean
import Mathlib

open Matrix Finset

namespace B2Medium

noncomputable section

variable {K : Type*} [Fintype K]

/-- Average of a complex quantity over a finite k-mesh. -/
def avg (f : K → ℂ) : ℂ := (∑ k, f k) / (Fintype.card K : ℂ)
```

The medium has two sublattices, A and B, with one orbital per site. A real hopping ε couples A to B, and there is no hopping within a sublattice. Let z be the complex energy and Σ_A, Σ_B the site-diagonal self-energies, with the on-site levels absorbed into them, and put a = z − Σ_A, b = z − Σ_B. The Bloch matrix is z minus the Hamiltonian minus the self-energy,

    M(ε) = [[a, −ε], [−ε, b]],

written row by row. Index 0 is sublattice A and index 1 is sublattice B. In `bloch` only a and b appear, as arbitrary complex numbers.

```lean
/-- Inverse Bloch Green matrix of the two-sublattice medium, with `a = z - Σ_A`,
`b = z - Σ_B` and inter-sublattice hopping `ε`. -/
def bloch (a b : ℂ) (ε : ℝ) : Matrix (Fin 2) (Fin 2) ℂ := !![a, -(ε : ℂ); -(ε : ℂ), b]
```

The band e assigns a real number e_k to each mesh point. The local Green matrix G is the entrywise average of the inverses, G_ij = ⟨(M(e_k)⁻¹)_ij⟩, with G_AA = G_00 and G_BB = G_11.

```lean
/-- Local Green matrix: the k-average, entry by entry, of the inverse of the Bloch matrix. -/
def localGreen (e : K → ℝ) (a b : ℂ) : Matrix (Fin 2) (Fin 2) ℂ :=
  Matrix.of fun i j => avg fun k => (bloch a b (e k))⁻¹ i j
```

The band transform at a complex argument ζ is the local Green function of the parent lattice with a single sublattice:

    F(ζ) = ⟨1/(ζ − e_k)⟩.

```lean
/-- Band transform `F(ζ)`: the k-average of `1 / (ζ - e_k)`. -/
def bandTransform (e : K → ℝ) (ζ : ℂ) : ℂ := avg fun k => 1 / (ζ - (e k : ℂ))
```

A band is symmetric if a map σ of the mesh satisfies σ(σk) = k and e_σk = −e_k for every k.

```lean
/-- The band is symmetric under `σ`: `σ` is an involution of the mesh that reverses the
sign of the band energy. -/
def SymmetricBand (e : K → ℝ) (σ : K → K) : Prop :=
  Function.Involutive σ ∧ ∀ k, e (σ k) = -e k
```

## The statement and its derivation

The main theorem, `localGreen_eq`, takes a nonempty mesh, a symmetric band and complex a, b, ζ with ζ² = ab, ζ ≠ 0 and ζ ≠ e_k for all k, and concludes

    G = [[(b/ζ) F(ζ), 0], [0, (a/ζ) F(ζ)]].

The A entry carries b and the B entry carries a. In a single-site coherent-potential treatment of B2 order, restricted to one orbital per site, purely inter-sublattice hopping and a finite uniform mesh, this obtains both sublattice Green functions from one evaluation of the parent band's F. The coherent-potential condition that would fix Σ_A and Σ_B is not imposed, and the scalar e_k stands where KKR has structure-constant matrices in angular momentum.

The derivation has six steps.

1. The determinant factorises,

       det M(e_k) = ab − e_k² = ζ² − e_k² = (ζ − e_k)(ζ + e_k).

   The first factor is nonzero by assumption, and the second equals ζ − e_σk, which is nonzero for the same reason.

2. With D = ab − ε² ≠ 0, the product of M(ε) and [[b, ε], [ε, a]] has diagonal entries ab − ε² and off-diagonal entries aε − εa = 0 and −εb + bε = 0. Hence

       M(ε)⁻¹ = (1/D) [[b, ε], [ε, a]].

3. Since σ permutes the mesh, any function g of the energy obeys

       Σ_k g(−e_k) = Σ_k g(e_σk) = Σ_k g(e_k).

4. Partial fractions give 2ζ/(ζ² − e_k²) = 1/(ζ − e_k) + 1/(ζ + e_k). Step 3 with g(x) = 1/(ζ − x) makes the two sums on the right equal, so

       ζ Σ_k 1/(ζ² − e_k²) = Σ_k 1/(ζ − e_k).

5. Step 3 with the odd function g(x) = x/(ζ² − x²) shows that S = Σ_k e_k/(ζ² − e_k²) satisfies −S = S, so S = 0.

6. Averaging step 2 with D = ζ² − e_k² and dividing step 4 by Nζ gives

       G_AA = b ⟨1/(ζ² − e_k²)⟩ = (b/ζ) F(ζ),   G_BB = a ⟨1/(ζ² − e_k²)⟩ = (a/ζ) F(ζ),

   and both off-diagonal entries equal S/N = 0.

The counterexamples and side remarks attached to the hypotheses are worked out on paper, and only the displayed theorems carry a machine proof.

## ζ lies off the band

The hypothesis `hne` reads `∀ k, ζ ≠ (e k : ℂ)`. Together with ζ² = ab and the sign reversal of the band, it says that no Bloch matrix is singular, so the medium is probed away from the poles of its Green function. For retarded functions, with Im a > 0 and Im b > 0, one expects it automatically: the arguments of a and b add up to an angle strictly between 0 and 2π, so ab is neither zero nor positive, and ζ cannot be real.

By hand it enters step 1 and the denominators of step 4. In `bloch_det_ne_zero` it is used twice: at k for `h1`, and at `σ k` for `h2`, where the sign reversal `hσ.2 k` turns ζ − e_σk into ζ + e_k. The factorisation `hd` follows from the 2×2 determinant formula and `hζ`. Only the sign reversal is needed here, neither finiteness of K nor the involution property.

```lean
/-- For a symmetric band, if `ζ² = ab` and `ζ` avoids all band energies, every Bloch matrix
has nonzero determinant. -/
theorem bloch_det_ne_zero {K : Type*} {e : K → ℝ} {σ : K → K}
    (hσ : Function.Involutive σ ∧ ∀ k, e (σ k) = -e k) {a b ζ : ℂ}
    (hζ : ζ ^ 2 = a * b) (hne : ∀ k, ζ ≠ (e k : ℂ)) (k : K) :
    (bloch a b (e k)).det ≠ 0 := by
  have h1 : ζ - (e k : ℂ) ≠ 0 := sub_ne_zero.mpr (hne k)
  -- the partner point `σ k` excludes `ζ = -e_k`
  have h2 : ζ + (e k : ℂ) ≠ 0 := by
    have h := sub_ne_zero.mpr (hne (σ k))
    rw [hσ.2 k, Complex.ofReal_neg, sub_neg_eq_add] at h
    exact h
  have hd : (bloch a b (e k)).det = (ζ - (e k : ℂ)) * (ζ + (e k : ℂ)) := by
    rw [bloch, Matrix.det_fin_two_of]
    linear_combination -hζ
  rw [hd]
  exact mul_ne_zero h1 h2
```

Step 2 is `bloch_inv`. It names the reciprocal 1/D as `w`, keeps only `hw`, which says D·w = 1, and applies `Matrix.inv_eq_right_inv`, so that it suffices to multiply out. The four entries of the product are `e1` to `e4`; the diagonal ones follow from `hw` and the off-diagonal ones cancel identically.

```lean
/-- A Bloch matrix with nonzero determinant has the inverse `[[b, ε], [ε, a]] / (ab - ε²)`. -/
theorem bloch_inv {a b : ℂ} {ε : ℝ} (h : (bloch a b ε).det ≠ 0) :
    (bloch a b ε)⁻¹ =
      !![b * (1 / (a * b - (ε : ℂ) ^ 2)), (ε : ℂ) * (1 / (a * b - (ε : ℂ) ^ 2));
         (ε : ℂ) * (1 / (a * b - (ε : ℂ) ^ 2)), a * (1 / (a * b - (ε : ℂ) ^ 2))] := by
  have hd : a * b - (ε : ℂ) ^ 2 ≠ 0 := by
    intro h0
    apply h
    rw [bloch, Matrix.det_fin_two_of]
    linear_combination h0
  have hw : (a * b - (ε : ℂ) ^ 2) * (1 / (a * b - (ε : ℂ) ^ 2)) = 1 := mul_one_div_cancel hd
  generalize 1 / (a * b - (ε : ℂ) ^ 2) = w at hw ⊢
  apply Matrix.inv_eq_right_inv
  rw [bloch, Matrix.mul_fin_two, Matrix.one_fin_two]
  have e1 : a * (b * w) + -(ε : ℂ) * ((ε : ℂ) * w) = 1 := by linear_combination hw
  have e2 : a * ((ε : ℂ) * w) + -(ε : ℂ) * (a * w) = 0 := by ring
  have e3 : -(ε : ℂ) * (b * w) + b * ((ε : ℂ) * w) = 0 := by ring
  have e4 : -(ε : ℂ) * ((ε : ℂ) * w) + b * (a * w) = 1 := by linear_combination hw
  rw [e1, e2, e3, e4]
```

If ζ = e_k at some point, then det M(e_k) = 0 and one term of F(ζ) diverges, so neither side of the formula has a value.

## The band is symmetric

On the body-centred cubic lattice with cube edge d and nearest-neighbour hopping, the band is proportional to cos(k_x d/2) cos(k_y d/2) cos(k_z d/2). Shifting k_x by 2π/d reverses its sign, and shifting twice adds a reciprocal lattice vector. On a mesh over the full zone of the parent lattice that is closed under this shift, the shift serves as σ. The Lean statement assumes `SymmetricBand e σ` and derives it from no lattice. Fixed points of σ are allowed, and e vanishes at them.

By hand the sign reversal enters step 1, and both halves of the hypothesis enter step 3. The lemma `sum_reflect` is step 3: `hσ.1.bijective.sum_comp` reindexes the sum by σ, and `hσ.2 k` matches the terms one by one. The involution property is used only through the bijectivity it implies.

```lean
/-- For a symmetric band, the mesh sum of any function of the energy is unchanged when the
energy is reversed. -/
theorem sum_reflect {e : K → ℝ} {σ : K → K} (hσ : SymmetricBand e σ) (g : ℂ → ℂ) :
    ∑ k, g (-(e k : ℂ)) = ∑ k, g (e k : ℂ) := by
  rw [← hσ.1.bijective.sum_comp (fun k => g (e k : ℂ))]
  refine Finset.sum_congr rfl fun k _ => ?_
  rw [hσ.2 k, Complex.ofReal_neg]
```

A first consequence is that F is odd. Step 3 with g(x) = 1/(−ζ − x) gives

    Σ_k 1/(−ζ − e_k) = Σ_k 1/(−ζ + e_k) = −Σ_k 1/(ζ − e_k),

which is `hodd`. The theorem also states that −ζ is off the band whenever ζ is, and that F(−ζ)/(−ζ) = F(ζ)/ζ.

```lean
/-- For a symmetric band and `ζ` off the band, `-ζ` is off the band too and
both `F(-ζ) = -F(ζ)` and `F(-ζ) / (-ζ) = F(ζ) / ζ` hold. -/
theorem bandTransform_neg [Nonempty K] {e : K → ℝ} {σ : K → K} (hσ : SymmetricBand e σ)
    {ζ : ℂ} (hne : ∀ k, ζ ≠ (e k : ℂ)) :
    (∀ k, -ζ ≠ (e k : ℂ)) ∧ bandTransform e (-ζ) = -bandTransform e ζ ∧
      bandTransform e (-ζ) / (-ζ) = bandTransform e ζ / ζ := by
  have hodd : bandTransform e (-ζ) = -bandTransform e ζ := by
    have h : ∑ k, 1 / (-ζ - -(e k : ℂ)) = ∑ k, 1 / (-ζ - (e k : ℂ)) :=
      sum_reflect hσ (fun x => 1 / (-ζ - x))
    unfold bandTransform avg
    rw [← h, ← neg_div, ← Finset.sum_neg_distrib]
    congr 1
    refine Finset.sum_congr rfl fun k _ => ?_
    have h' : -ζ - -(e k : ℂ) = -(ζ - (e k : ℂ)) := by ring
    rw [h', div_neg]
  refine ⟨fun k hk => hne (σ k) ?_, hodd, by rw [hodd, neg_div_neg_eq]⟩
  rw [hσ.2 k, Complex.ofReal_neg, ← hk, neg_neg]
```

Steps 4 and 5 are the two halves of `folded_sums`, stated for sums before division by N. In the first, `h` equates the two sums, `hp` is the partial-fraction identity summed over the mesh, with both denominators nonzero by `hne`, and `linear_combination hp / 2` removes the factor 2. In the second, `h` becomes −S = S after simplification.

```lean
/-- For a symmetric band and `ζ` off the band, `ζ Σ 1/(ζ² - e_k²) = Σ 1/(ζ - e_k)` and
`Σ e_k/(ζ² - e_k²) = 0`. -/
theorem folded_sums {e : K → ℝ} {σ : K → K} (hσ : SymmetricBand e σ)
    {ζ : ℂ} (hne : ∀ k, ζ ≠ (e k : ℂ)) :
    ζ * ∑ k, 1 / (ζ ^ 2 - (e k : ℂ) ^ 2) = ∑ k, 1 / (ζ - (e k : ℂ)) ∧
      ∑ k, (e k : ℂ) * (1 / (ζ ^ 2 - (e k : ℂ) ^ 2)) = 0 := by
  constructor
  · have h : ∑ k, 1 / (ζ - -(e k : ℂ)) = ∑ k, 1 / (ζ - (e k : ℂ)) :=
      sum_reflect hσ (fun x => 1 / (ζ - x))
    -- partial fractions at each mesh point
    have hp : ∑ k, 2 * (ζ * (1 / (ζ ^ 2 - (e k : ℂ) ^ 2))) =
        ∑ k, (1 / (ζ - (e k : ℂ)) + 1 / (ζ - -(e k : ℂ))) := by
      refine Finset.sum_congr rfl fun k _ => ?_
      have h1 : ζ - (e k : ℂ) ≠ 0 := sub_ne_zero.mpr (hne k)
      have h2 : ζ - -(e k : ℂ) ≠ 0 := by
        have h' := sub_ne_zero.mpr (hne (σ k))
        rwa [hσ.2 k, Complex.ofReal_neg] at h'
      have h3 : ζ ^ 2 - (e k : ℂ) ^ 2 = (ζ - (e k : ℂ)) * (ζ - -(e k : ℂ)) := by ring
      have h4 : 1 * (ζ - -(e k : ℂ)) + (ζ - (e k : ℂ)) * 1 = 2 * ζ := by ring
      rw [div_add_div _ _ h1 h2, h4, h3, mul_one_div, mul_div_assoc]
    rw [← Finset.mul_sum, ← Finset.mul_sum, Finset.sum_add_distrib, h] at hp
    linear_combination hp / 2
  · -- the summand is odd in the energy
    have h : ∑ k, -(e k : ℂ) * (1 / (ζ ^ 2 - (-(e k : ℂ)) ^ 2)) =
        ∑ k, (e k : ℂ) * (1 / (ζ ^ 2 - (e k : ℂ) ^ 2)) :=
      sum_reflect hσ (fun x => x * (1 / (ζ ^ 2 - x ^ 2)))
    simp only [neg_sq, neg_mul, Finset.sum_neg_distrib] at h
    linear_combination (-1 / 2) * h
```

Both halves of the symmetry matter. Take a = 1, b = 4, ζ = 2 and a single point with e = 1, where no sign-reversing map exists. Then M⁻¹ = (1/3)[[4, 1], [1, 1]], so G_AA = 4/3, while F(2) = 1 and (b/ζ)F = 2; the off-diagonal entry is 1/3. Take instead three points with energies 1, 1, −1. A sign-reversing map exists but is not a permutation. Again G_AA = 4/3, whereas F(2) = 7/9 and (b/ζ)F = 14/9.

The vanishing off-diagonal entry is a property of this plain average, in which M(e_k) and M(−e_k) both occur. It does not say that the Green function between neighbouring A and B sites vanishes, since that element carries a Bloch phase factor in its k-sum.

## ζ is a square root of ab

The hypothesis `hζ : ζ ^ 2 = a * b` ties the argument of F to the medium: ζ is a geometric mean of the two shifted energies. It restricts a and b in no way, because every complex number has a square root. It fixes no branch either. The theorem applies to both roots, and `bandTransform_neg` shows that the second root is admissible with the first and gives the same F(ζ)/ζ.

By hand it is the replacement of ab by ζ² in steps 1 and 6. In `localGreen_eq` it is passed to `bloch_det_ne_zero` to obtain the inverses `hinv`, and it appears as `← hζ` in `hdiag` and `hoff`. The statement `hdiag` treats both diagonal entries at once for a numerator `c`, later b or a: it pulls `c` out of the sum and substitutes step 4 as `h1`. The statement `hoff` is step 5 divided by N. The four cases of `fin_cases` are the four matrix entries.

```lean
/-- For a symmetric band, `ζ² = ab`, `ζ ≠ 0` and `ζ` off the band, the local Green matrix is
diagonal with entries `(b/ζ) F(ζ)` and `(a/ζ) F(ζ)`. -/
theorem localGreen_eq [Nonempty K] {e : K → ℝ} {σ : K → K} (hσ : SymmetricBand e σ)
    {a b ζ : ℂ} (hζ : ζ ^ 2 = a * b) (h0 : ζ ≠ 0) (hne : ∀ k, ζ ≠ (e k : ℂ)) :
    localGreen e a b =
      !![b / ζ * bandTransform e ζ, 0; 0, a / ζ * bandTransform e ζ] := by
  have hinv := fun k => bloch_inv (bloch_det_ne_zero hσ hζ hne k)
  obtain ⟨h1, h2⟩ := folded_sums hσ hne
  have hdiag : ∀ c : ℂ, avg (fun k => c * (1 / (a * b - (e k : ℂ) ^ 2))) =
      c / ζ * bandTransform e ζ := by
    intro c
    unfold bandTransform avg
    rw [← hζ, ← Finset.mul_sum, ← h1, ← mul_div_assoc, ← mul_assoc, div_mul_cancel₀ c h0]
  have hoff : avg (fun k => (e k : ℂ) * (1 / (a * b - (e k : ℂ) ^ 2))) = 0 := by
    unfold avg
    rw [← hζ, h2, zero_div]
  unfold localGreen
  simp only [hinv]
  ext i j
  fin_cases i <;> fin_cases j
  · exact hdiag b
  · exact hoff
  · exact hoff
  · exact hdiag a
```

Without the relation, G does not depend on ζ while the right-hand side does. For the band ±1 with a = 1, b = 4 and ζ = 3, F(3) = 3/8 and (b/ζ)F = 1/2, against G_AA = 4/3.

## ζ is nonzero

Given ζ² = ab, the hypothesis `h0` says that neither a nor b vanishes, that is, z differs from both Σ_A and Σ_B. By hand it permits the division by ζ in step 6, and in `hdiag` this is the cancellation `div_mul_cancel₀ c h0`. It is used again for two corollaries,

    a G_AA = b G_BB = (ab/ζ) F(ζ) = ζ F(ζ),   G_AA G_BB = (ab/ζ²) F(ζ)² = F(ζ)².

The proof of `sublattice_relations` reads off the entries as `hA` and `hB`, writes `w` for ζ⁻¹ with `hw` saying ζw = 1, and closes each identity as a combination of `hζ` and `hw`.

```lean
/-- For a symmetric band, `ζ² = ab`, `ζ ≠ 0` and `ζ` off the band, `a G_AA = b G_BB = ζ F(ζ)` and `G_AA G_BB = F(ζ)²`. -/
theorem sublattice_relations [Nonempty K] {e : K → ℝ} {σ : K → K} (hσ : SymmetricBand e σ)
    {a b ζ : ℂ} (hζ : ζ ^ 2 = a * b) (h0 : ζ ≠ 0) (hne : ∀ k, ζ ≠ (e k : ℂ)) :
    a * localGreen e a b 0 0 = ζ * bandTransform e ζ ∧
      b * localGreen e a b 1 1 = ζ * bandTransform e ζ ∧
      localGreen e a b 0 0 * localGreen e a b 1 1 = bandTransform e ζ ^ 2 := by
  have hA : localGreen e a b 0 0 = b / ζ * bandTransform e ζ := by
    rw [localGreen_eq hσ hζ h0 hne]; rfl
  have hB : localGreen e a b 1 1 = a / ζ * bandTransform e ζ := by
    rw [localGreen_eq hσ hζ h0 hne]; rfl
  have hw : ζ * ζ⁻¹ = 1 := mul_inv_cancel₀ h0
  rw [hA, hB, div_eq_mul_inv, div_eq_mul_inv]
  generalize bandTransform e ζ = F
  generalize ζ⁻¹ = w at hw ⊢
  refine ⟨?_, ?_, ?_⟩
  · linear_combination (-w * F) * hζ + (ζ * F) * hw
  · linear_combination (-w * F) * hζ + (ζ * F) * hw
  · linear_combination (-w ^ 2 * F ^ 2) * hζ + (F ^ 2 * (ζ * w + 1)) * hw
```

At ζ = 0 the formula fails although G need not. If no e_k vanishes, the determinants −e_k² are nonzero and G_AA = −b⟨1/e_k²⟩ is finite, while F(0) = 0 by oddness and (b/ζ)F has the form 0/0. The finite value is what the limit ζ → 0 of b F(ζ)/ζ would give.

## The mesh is finite and nonempty

Finiteness makes every average a finite sum, so step 3 is a permutation of terms and no question of convergence arises; continuous zone integrals and weighted meshes are not covered. The assumption `[Nonempty K]` ensures N ≥ 1 and is not invoked by any step, since N is only carried along as a common divisor. Lean sets x/0 = 0 and the inverse of a singular matrix to zero; `hne`, `h0` and `[Nonempty K]` keep `localGreen_eq` clear of these values, whereas the last clause of `bandTransform_neg`, which has no `h0`, carries content only for ζ ≠ 0.

## Equal sublattices and the smallest bands

When Σ_A = Σ_B, as in the disordered phase, a = b and ζ = a is a root. For a ≠ 0 off the band both prefactors are 1 and G is F(a) times the unit matrix. The proof supplies `sq a` for `hζ`.

```lean
/-- With equal self-energies on both sublattices, `a = b ≠ 0` off the band, the local Green
matrix has `F(a)` on both diagonal entries and zero off the diagonal. -/
theorem localGreen_equal_sublattices [Nonempty K] {e : K → ℝ} {σ : K → K}
    (hσ : SymmetricBand e σ) {a : ℂ} (h0 : a ≠ 0) (hne : ∀ k, a ≠ (e k : ℂ)) :
    localGreen e a a = !![bandTransform e a, 0; 0, bandTransform e a] := by
  rw [localGreen_eq hσ (sq a) h0 hne, div_self h0, one_mul]
```

A one-point mesh forces e = 0, where F = 1/ζ and the formula reduces to G = diag(1/a, 1/b). The smallest band with hopping has two points, e = +1 at index 0 and e = −1 at index 1, exchanged by σ. With a = 1, b = 4, ζ = 2,

    F(2) = (1/2)(1/1 + 1/3) = 2/3,   G = diag(2 · 2/3, (1/2) · 2/3) = diag(4/3, 1/3).

The theorem `localGreen_witness` verifies the four conditions for these numbers and states this G; the value of F occurs inside the proof as `hF`.

```lean
/-- The two-point band `e = ±1` with the swap, `a = 1`, `b = 4`, `ζ = 2` meets all the
conditions, and its local Green matrix is `diag(4/3, 1/3)`. -/
theorem localGreen_witness :
    SymmetricBand (![1, -1] : Fin 2 → ℝ) ![1, 0] ∧ (2 : ℂ) ^ 2 = 1 * 4 ∧ (2 : ℂ) ≠ 0 ∧
      (∀ k, (2 : ℂ) ≠ (((![1, -1] : Fin 2 → ℝ) k : ℝ) : ℂ)) ∧
      localGreen (![1, -1] : Fin 2 → ℝ) 1 4 = !![4 / 3, 0; 0, 1 / 3] := by
  have hσ : SymmetricBand (![1, -1] : Fin 2 → ℝ) ![1, 0] := by
    constructor
    · intro k
      fin_cases k <;> rfl
    · intro k
      fin_cases k <;> simp
  have hζ : (2 : ℂ) ^ 2 = 1 * 4 := by norm_num
  have hne : ∀ k, (2 : ℂ) ≠ (((![1, -1] : Fin 2 → ℝ) k : ℝ) : ℂ) := by
    rw [Fin.forall_fin_two]
    constructor <;> norm_num
  have hF : bandTransform (![1, -1] : Fin 2 → ℝ) 2 = 2 / 3 := by
    unfold bandTransform avg
    rw [Fin.sum_univ_two]
    norm_num
  refine ⟨hσ, hζ, two_ne_zero, hne, ?_⟩
  rw [localGreen_eq hσ hζ two_ne_zero hne, hF]
  norm_num

end

end B2Medium
```

```lean
#print axioms B2Medium.bandTransform_neg
-- 'B2Medium.bandTransform_neg' depends on axioms: [propext, Classical.choice, Quot.sound]
#print axioms B2Medium.sublattice_relations
-- 'B2Medium.sublattice_relations' depends on axioms: [propext, Classical.choice, Quot.sound]
#print axioms B2Medium.localGreen_equal_sublattices
-- 'B2Medium.localGreen_equal_sublattices' depends on axioms: [propext, Classical.choice, Quot.sound]
```

## A formulation without σ

The mesh could have been taken over the smaller zone of the ordered structure, keeping one point of each pair k, σk and assuming no symmetry. Both ζ ≠ e_k and ζ ≠ −e_k would then have to be assumed. Step 4 would stop at the partial fractions, and the diagonal entries would read

    G_AA = (b/ζ) · (1/2)[F(ζ) − F(−ζ)],

and likewise for G_BB with a in place of b, where F is now the transform over the reduced mesh. For the single point e = 1 above this is 2 · (1/2)(1 + 1/3) = 4/3. Step 5 would be lost, so the averaged off-diagonal entry would in general be nonzero, and F would in general differ from the parent lattice's local Green function.
